# Square-root onset of the density of free Luther-Emery fermions above a nonzero gap

A code that finds the density of an infinite one-dimensional system by counting occupied momenta on a grid fails just above a band gap. If the band minimum lies at k = 0 and the grid points are k = 2πj/L, j an integer, only k = 0 is occupied at first. The computed density stays at 1/L while the chemical potential rises, and its numerical derivative is zero exactly where the true compressibility is largest. A closed formula for the density avoids this and gives the grid a reference to converge to.

## Density and its limit at the gap

Luther-Emery fermions are the free fermions that describe the solitons of the sine-Gordon model at one special coupling. In units with ħ = 1, the upper band is

E(k) = √(m² + v²k²),

where k is the momentum, v > 0 the velocity and m ≥ 0 the gap parameter, the energy needed to add one soliton at rest. At zero temperature and chemical potential μ, the occupied momenta are those with E(k) < μ. The density n is the length of this set divided by 2π. For μ > m,

n = √(μ² − m²)/(πv),

and as μ decreases to m,

n/√(μ − m) → √(2m)/(πv).

For m > 0 this is a square-root onset. For m = 0 the limit is zero and the density is linear, n = μ/(πv).

Within this non-interacting, single-band model, the result describes how solitons enter a gapped one-dimensional system, as at a commensurate-incommensurate transition.

## Grid sums, root finding and rounding near the gap

The formula enters a calculation in three places. The estimates here are ordinary arithmetic built on it and are not part of the Lean file.

- **Grid checks.** The number of grid momenta in the Fermi sea, divided by L, differs from n by at most 1/L. The relative error is therefore at most 1/(nL), which is small only when nL is large.
- **Fixing the density.** A Newton search for μ at given n meets a diverging derivative at the gap. Solving the formula for μ removes the search: μ = √(m² + (πvn)²).
- **Rounding.** Near the gap, μ² − m² subtracts two nearly equal rounded squares. If the code stores δ = μ − m, it can evaluate n = √(δ(2m + δ))/(πv) without that cancellation.

## From the band energy to the diverging compressibility

Since v²k² ≥ 0, every band energy satisfies E(k) ≥ |m| ≥ m. If μ ≤ m, no momentum has E(k) < μ, so the sea is empty and n = 0.

Now let μ > m ≥ 0. Both sides of E(k) < μ are nonnegative, so squaring preserves the inequality:

m² + v²k² < μ²

v²k² < μ² − m²

|k| < k_F, with k_F = √(μ² − m²)/v.

The sea is the open interval (−k_F, k_F), of length 2k_F. Hence

n = 2k_F/(2π) = √(μ² − m²)/(πv).

For the onset, factor μ² − m² = (μ − m)(μ + m). Both factors are positive, so the root splits, and dividing by √(μ − m) leaves the exact ratio

n/√(μ − m) = √(μ + m)/(πv).

The right-hand side is continuous at μ = m, where it equals √(2m)/(πv).

Differentiating the density for μ > m gives the compressibility

dn/dμ = (1/(πv)) · 2μ/(2√(μ² − m²)) = μ/(πv√(μ² − m²)).

If m > 0, the numerator tends to m while the denominator tends to zero through positive values, so dn/dμ → +∞. If m = 0, then √(μ²) = μ and the compressibility is the constant 1/(πv).

## The Lean file

```lean
import Mathlib

open Filter Topology MeasureTheory
open scoped Real

namespace LutherEmeryTransition

noncomputable section

/-- Energy of a Luther-Emery fermion of gap `m`, velocity `v` and momentum `k`
in the upper band. -/
def bandEnergy (m v k : ℝ) : ℝ := Real.sqrt (m ^ 2 + v ^ 2 * k ^ 2)

/-- The momenta in the upper band whose energy lies below the chemical potential `μ`. -/
def fermiSea (m v μ : ℝ) : Set ℝ := {k | bandEnergy m v k < μ}

/-- The Fermi momentum at chemical potential `μ`, for `0 < v` and `0 ≤ m < μ`. -/
def fermiMomentum (m v μ : ℝ) : ℝ := Real.sqrt (μ ^ 2 - m ^ 2) / v

/-- Number of fermions per unit length: the length of the Fermi sea divided by `2π`, for `v ≠ 0`. -/
def density (m v μ : ℝ) : ℝ := (volume (fermiSea m v μ)).toReal / (2 * π)

/-- With the chemical potential at or below the gap, the upper band is empty and
the density vanishes. -/
theorem density_below_gap (m v μ : ℝ) (h : μ ≤ m) :
    fermiSea m v μ = ∅ ∧ density m v μ = 0 := by
  have hempty : fermiSea m v μ = ∅ := by
    apply Set.eq_empty_iff_forall_notMem.mpr
    intro k hk
    have hk' : Real.sqrt (m ^ 2 + v ^ 2 * k ^ 2) < μ := hk
    -- every band energy is at least the gap
    have h1 : |m| ≤ Real.sqrt (m ^ 2 + v ^ 2 * k ^ 2) :=
      Real.abs_le_sqrt (by nlinarith [sq_nonneg (v * k)])
    linarith [le_abs_self m]
  exact ⟨hempty, by simp [density, hempty]⟩

/-- Above the gap the Fermi sea is the open interval between the two Fermi points. -/
theorem fermiSea_eq_Ioo {m v μ : ℝ} (hm : 0 ≤ m) (hv : 0 < v) (hμ : m < μ) :
    fermiSea m v μ = Set.Ioo (-fermiMomentum m v μ) (fermiMomentum m v μ) := by
  ext k
  have hμ0 : 0 < μ := lt_of_le_of_lt hm hμ
  have hk : 0 ≤ |k| * v := mul_nonneg (abs_nonneg k) hv.le
  change Real.sqrt (m ^ 2 + v ^ 2 * k ^ 2) < μ ↔
    -fermiMomentum m v μ < k ∧ k < fermiMomentum m v μ
  rw [← abs_lt, fermiMomentum, lt_div_iff₀ hv, Real.lt_sqrt hk, Real.sqrt_lt' hμ0,
    mul_pow, sq_abs]
  constructor <;> intro h <;> linarith

/-- Above the gap the Fermi sea has length `2πn` with
`n = sqrt (μ² - m²) / (π v)`. -/
theorem volume_fermiSea {m v μ : ℝ} (hm : 0 ≤ m) (hv : 0 < v) (hμ : m < μ) :
    volume (fermiSea m v μ) =
      ENNReal.ofReal (2 * π * (Real.sqrt (μ ^ 2 - m ^ 2) / (π * v))) := by
  have hπ : π ≠ 0 := Real.pi_ne_zero
  have hv' : v ≠ 0 := hv.ne'
  rw [fermiSea_eq_Ioo hm hv hμ, Real.volume_Ioo]
  congr 1
  unfold fermiMomentum
  field_simp
  ring

/-- The fermion density above the gap is `sqrt (μ² - m²) / (π v)`. -/
theorem density_above_gap {m v μ : ℝ} (hm : 0 ≤ m) (hv : 0 < v) (hμ : m < μ) :
    density m v μ = Real.sqrt (μ ^ 2 - m ^ 2) / (π * v) := by
  have hπ : 0 < π := Real.pi_pos
  rw [density, volume_fermiSea hm hv hμ, ENNReal.toReal_ofReal (by positivity)]
  exact mul_div_cancel_left₀ _ (by positivity)

/-- For `m ≥ 0`, as the chemical potential decreases to the gap, `n / sqrt (μ - m)` tends to `sqrt
(2m) / (π v)`. -/
theorem density_sqrt_onset {m v : ℝ} (hm : 0 ≤ m) (hv : 0 < v) :
    Tendsto (fun μ => density m v μ / Real.sqrt (μ - m)) (𝓝[>] m)
      (𝓝 (Real.sqrt (2 * m) / (π * v))) := by
  have hcont : Continuous (fun μ : ℝ => Real.sqrt (μ + m) / (π * v)) :=
    (Real.continuous_sqrt.comp (continuous_id.add continuous_const)).div_const _
  have hlim : Tendsto (fun μ : ℝ => Real.sqrt (μ + m) / (π * v)) (𝓝[>] m)
      (𝓝 (Real.sqrt (2 * m) / (π * v))) := by
    rw [two_mul]
    exact (hcont.tendsto m).mono_left nhdsWithin_le_nhds
  refine hlim.congr' ?_
  filter_upwards [self_mem_nhdsWithin] with μ hμ
  have hμ' : m < μ := hμ
  have hs : Real.sqrt (μ - m) ≠ 0 := (Real.sqrt_pos.mpr (sub_pos.mpr hμ')).ne'
  -- the singular factor splits off exactly
  have hfac : Real.sqrt (μ ^ 2 - m ^ 2) = Real.sqrt (μ - m) * Real.sqrt (μ + m) := by
    rw [← Real.sqrt_mul (sub_pos.mpr hμ').le]
    congr 1
    ring
  rw [density_above_gap hm hv hμ', hfac, mul_div_assoc, mul_div_cancel_left₀ _ hs]

/-- Above the gap the compressibility `dn/dμ` is `μ / (π v sqrt (μ² - m²))`. -/
theorem hasDerivAt_density {m v μ : ℝ} (hm : 0 ≤ m) (hv : 0 < v) (hμ : m < μ) :
    HasDerivAt (density m v) (μ / (π * v * Real.sqrt (μ ^ 2 - m ^ 2))) μ := by
  have hpos : 0 < μ ^ 2 - m ^ 2 := by nlinarith
  have hs : Real.sqrt (μ ^ 2 - m ^ 2) ≠ 0 := (Real.sqrt_pos.mpr hpos).ne'
  have hπ : π ≠ 0 := Real.pi_ne_zero
  have hv' : v ≠ 0 := hv.ne'
  have h0 : HasDerivAt (fun x : ℝ => x ^ 2 - m ^ 2) (2 * μ) μ := by
    simpa using (hasDerivAt_pow 2 μ).sub_const (m ^ 2)
  have h1 := (h0.sqrt hpos.ne').div_const (π * v)
  -- the closed formula holds in a whole neighbourhood of `μ`
  have heq : density m v =ᶠ[𝓝 μ] fun x => Real.sqrt (x ^ 2 - m ^ 2) / (π * v) := by
    filter_upwards [Ioi_mem_nhds hμ] with x hx
    exact density_above_gap hm hv hx
  refine (h1.congr_of_eventuallyEq heq).congr_deriv ?_
  field_simp

/-- For a nonzero gap the compressibility diverges as the chemical potential
decreases to the gap. -/
theorem compressibility_diverges {m v : ℝ} (hm : 0 < m) (hv : 0 < v) :
    Tendsto (deriv (density m v)) (𝓝[>] m) atTop := by
  have hcont : Continuous (fun μ : ℝ => π * v * Real.sqrt (μ ^ 2 - m ^ 2)) :=
    continuous_const.mul
      (Real.continuous_sqrt.comp ((continuous_id.pow 2).sub continuous_const))
  -- the denominator tends to zero through positive values
  have hden : Tendsto (fun μ : ℝ => π * v * Real.sqrt (μ ^ 2 - m ^ 2))
      (𝓝[>] m) (𝓝[>] 0) := by
    refine tendsto_nhdsWithin_iff.mpr ⟨?_, ?_⟩
    · have h := (hcont.tendsto m).mono_left (nhdsWithin_le_nhds (s := Set.Ioi m))
      simpa using h
    · filter_upwards [self_mem_nhdsWithin] with μ hμ
      have hμ' : m < μ := hμ
      have hpos : 0 < μ ^ 2 - m ^ 2 := by nlinarith
      exact mul_pos (mul_pos Real.pi_pos hv) (Real.sqrt_pos.mpr hpos)
  have hnum : Tendsto (fun μ : ℝ => μ) (𝓝[>] m) (𝓝 m) :=
    tendsto_id.mono_left nhdsWithin_le_nhds
  refine (hnum.pos_mul_atTop hm (tendsto_inv_nhdsGT_zero.comp hden)).congr' ?_
  filter_upwards [self_mem_nhdsWithin] with μ hμ
  rw [(hasDerivAt_density hm.le hv hμ).deriv, div_eq_mul_inv]
  rfl

/-- Without a gap the density at a chemical potential `μ > 0` is `n = μ / (π v)`. -/
theorem density_gapless {v μ : ℝ} (hv : 0 < v) (hμ : 0 < μ) :
    density 0 v μ = μ / (π * v) := by
  have h : μ ^ 2 - (0 : ℝ) ^ 2 = μ ^ 2 := by ring
  rw [density_above_gap le_rfl hv hμ, h, Real.sqrt_sq hμ.le]

end

end LutherEmeryTransition
```

```lean
#print axioms LutherEmeryTransition.density_above_gap
-- 'LutherEmeryTransition.density_above_gap' depends on axioms: [propext, Classical.choice, Quot.sound]
#print axioms LutherEmeryTransition.density_sqrt_onset
-- 'LutherEmeryTransition.density_sqrt_onset' depends on axioms: [propext, Classical.choice, Quot.sound]
#print axioms LutherEmeryTransition.compressibility_diverges
-- 'LutherEmeryTransition.compressibility_diverges' depends on axioms: [propext, Classical.choice, Quot.sound]
#print axioms LutherEmeryTransition.density_gapless
-- 'LutherEmeryTransition.density_gapless' depends on axioms: [propext, Classical.choice, Quot.sound]
```

## What the definitions fix and what they leave to the physics

`bandEnergy m v k` is E(k), `fermiSea m v μ` is the set of real k with E(k) < μ, and `fermiMomentum m v μ` is k_F. In `density`, `volume` is Lebesgue measure on the line and `toReal` turns the measured length into a real number. The square root in n is therefore derived from the occupied set and not written into the definition. The factor 2π fixes the convention of one state per momentum, with no spin degeneracy.

`density_below_gap` holds for all real m and v. The formulas above the gap assume `0 ≤ m`, `0 < v` and `m < μ`. In `density_sqrt_onset`, the filter `𝓝[>] m` means that μ approaches m from above. `compressibility_diverges` needs `0 < m`, and `atTop` there means growth beyond every bound.

The band is the starting point: the mapping from the sine-Gordon model to free fermions is assumed. The lower band is not counted, and temperature, interactions between the fermions and finite length are absent.

## How the proof follows the calculation

`density_below_gap` gets |m| ≤ E(k) from `Real.abs_le_sqrt` and contradicts E(k) < μ ≤ m. In `fermiSea_eq_Ioo`, the rewrites turn the interval condition into |k| < k_F, clear the division by v and square both inequalities; `linarith` then matches the two forms. `volume_fermiSea` computes the interval's length with `Real.volume_Ioo`, and `density_above_gap` cancels 2π.

In `density_sqrt_onset`, `hfac` is the factorisation of the root and `hlim` the limit of the exact ratio. `congr'` transfers that limit to the density, because the two functions agree for all μ > m.

`hasDerivAt_density` differentiates the closed formula. The step `heq` shows that the formula holds in a neighbourhood of μ, as a derivative requires. In `compressibility_diverges`, `hden` sends the denominator to zero from above and `hnum` sends the numerator to m; their quotient then diverges. `density_gapless` sets m = 0 and simplifies √(μ²) to μ.
